# The Brillouin-zone integral of the traced three-dimensional winding density has zero first variation

A small deformation of an invertible, momentum-periodic matrix $g(k)$ leaves its three-dimensional winding unchanged to first order, provided that derivatives obey the product rule and commute, the trace is cyclic, integrating a momentum derivative gives no boundary term, and the deformation derivative can be taken under the integral. With momentum derivatives $d_0,d_1,d_2$, a derivative $\delta$ along the deformation, the traced momentum integral $\tau$ and $t_a=g^{-1}d_a g$, the identity is

$$
\tau\big(\delta\,W\big)=0,\qquad W=\sum_{a,b,c}\varepsilon_{abc}\,t_a t_b t_c .
$$

Here $\varepsilon_{abc}$ is the antisymmetric symbol with $\varepsilon_{012}=1$. The theorem is algebraic: $g$ may be any invertible element of a ring on which these operations are defined.

## Winding numbers in band-structure codes

In a non-interacting, three-dimensional insulator with chiral symmetry and equally many orbitals on its two sublattices, the Bloch Hamiltonian can be written with an off-diagonal block $g(k)$. The gap at zero energy is open exactly where $g(k)$ is invertible. Codes characterise such a phase by

$$
\nu=\frac{1}{24\pi^2}\int d^3k\;\mathrm{tr}\,W(k),
$$

with the integral over the Brillouin zone. The same integral appears for non-interacting bands when a smooth, periodic change of gauge shifts the Chern–Simons axion angle by a multiple of $2\pi$.

A code relies on the identity when it varies a hopping or a mass and expects $\nu$ to stay fixed while the gap is open. On a momentum mesh, finite differences satisfy the product rule only up to discretisation error, so the computed sum can drift with the parameter. For a smooth periodic $g$ that stays invertible, this drift should shrink as the mesh is refined. A change that survives refinement is a reason to look for a gap closing or for a discontinuity in $g$.

## From zero curvature to zero variation

Write $[x,y]=xy-yx$.

**Derivative of the inverse.** Let $D$ be any additive map with the product rule. Then $D(1)=D(1)+D(1)$, so $D(1)=0$. Differentiating $g^{-1}g=1$ gives $D(g^{-1})\,g+g^{-1}D(g)=0$, hence

$$
D(g^{-1})=-g^{-1}D(g)\,g^{-1}.
$$

**Zero curvature.** Let $E$ be a second such map that commutes with $D$, and put $t_D=g^{-1}Dg$, $t_E=g^{-1}Eg$. Then

$$
D t_E=-t_D t_E+g^{-1}DEg,\qquad E t_D=-t_E t_D+g^{-1}EDg .
$$

The second-derivative terms agree, and subtraction gives

$$
D t_E-E t_D=[t_E,t_D].
$$

With $s=g^{-1}\delta g$, the choice $D=\delta$, $E=d_a$ yields

$$
\delta t_a=d_a s+[t_a,s].
$$

**First variation.** For any three elements, the product rule and cyclicity give

$$
\tau(\delta(xyz))=\tau(\delta x\,yz)+\tau(\delta y\,zx)+\tau(\delta z\,xy).
$$

Apply this to the six terms of $W$. The three terms with a plus sign are cyclic permutations of one another and contribute equally, and so do the three with a minus sign. Therefore

$$
\tau(\delta W)=3\,\tau\Big(\sum_a \delta t_a\,F_a\Big),
$$

$$
F_0=[t_1,t_2],\quad F_1=[t_2,t_0],\quad F_2=[t_0,t_1].
$$

The letter $F$ denotes these commutators. It is not the full field strength of $t$, which is zero.

**Zero divergence.** Zero curvature for pairs of momentum derivatives turns each commutator into a curl:

$$
F_0=d_2t_1-d_1t_2,\quad F_1=d_0t_2-d_2t_0,\quad F_2=d_1t_0-d_0t_1 .
$$

Consequently

$$
\sum_a d_aF_a=d_0d_2t_1-d_0d_1t_2+d_1d_0t_2-d_1d_2t_0+d_2d_1t_0-d_2d_0t_1=0,
$$

because the momentum derivatives commute.

**The two parts of $\delta t_a$.** For the part $d_as$, the trace of $d_a(sF_a)$ vanishes, so $\tau(d_as\,F_a)=-\tau(s\,d_aF_a)$. Summing over $a$,

$$
\sum_a\tau(d_as\,F_a)=-\tau\Big(s\sum_a d_aF_a\Big)=0.
$$

For the commutator part, cyclicity gives

$$
\tau([t_a,s]F_a)=\tau(t_asF_a)-\tau(st_aF_a)=\tau(s[F_a,t_a]).
$$

The sum over $a$ contains

$$
[[t_1,t_2],t_0]+[[t_2,t_0],t_1]+[[t_0,t_1],t_2]=0,
$$

which is the Jacobi identity. Both parts vanish, so $\tau(\delta W)=0$. No step divides by a number.

**The winding itself.** If a map $D$ on the values of the trace satisfies $\tau(\delta x)=D(\tau(x))$ for every $x$, then $D(\tau(W))=\tau(\delta W)=0$. For a momentum integral, $D$ is the ordinary derivative with respect to the deformation parameter, and the condition is differentiation under the integral sign.

## The Lean source

```lean
import Mathlib

namespace ThreeDimWinding

variable {R A : Type*} [Ring R] [AddCommGroup A]

/-- An additive map obeys the product rule, as a derivative does. -/
def Leibniz (D : R →+ R) : Prop := ∀ x y, D (x * y) = D x * y + x * D y

/-- Three momentum derivatives `d`, a deformation derivative `δ` and a trace `τ`:
all derivatives obey the product rule and commute, `τ` is cyclic, and `τ` vanishes on
momentum derivatives. -/
structure TracedCalculus (d : Fin 3 → R →+ R) (δ : R →+ R) (τ : R →+ A) : Prop where
  leibniz : ∀ a, Leibniz (d a)
  leibniz_deform : Leibniz δ
  comm : ∀ a b x, d a (d b x) = d b (d a x)
  comm_deform : ∀ a x, δ (d a x) = d a (δ x)
  cyclic : ∀ x y, τ (x * y) = τ (y * x)
  closed : ∀ a x, τ (d a x) = 0

/-- The logarithmic derivative `g⁻¹ D g` of an invertible element `g`. -/
def tangent (D : R →+ R) (g : Rˣ) : R := ((g⁻¹ : Rˣ) : R) * D (g : R)

/-- The winding density `ε_abc t_a t_b t_c` with `t_a = g⁻¹ d_a g`. -/
def windingDensity (d : Fin 3 → R →+ R) (g : Rˣ) : R :=
  tangent (d 0) g * tangent (d 1) g * tangent (d 2) g
  + tangent (d 1) g * tangent (d 2) g * tangent (d 0) g
  + tangent (d 2) g * tangent (d 0) g * tangent (d 1) g
  - tangent (d 0) g * tangent (d 2) g * tangent (d 1) g
  - tangent (d 2) g * tangent (d 1) g * tangent (d 0) g
  - tangent (d 1) g * tangent (d 0) g * tangent (d 2) g

/-- The derivative of an inverse: `D g⁻¹ = -g⁻¹ (D g) g⁻¹` for a map `D` obeying the
product rule. -/
theorem leibniz_inv {D : R →+ R} (hD : Leibniz D) (g : Rˣ) :
    D ((g⁻¹ : Rˣ) : R) = -(((g⁻¹ : Rˣ) : R) * D (g : R) * ((g⁻¹ : Rˣ) : R)) := by
  have h1 : D 1 = 0 := by
    have h := hD 1 1
    simpa using h
  -- differentiate `g⁻¹ g = 1`
  have h := hD ((g⁻¹ : Rˣ) : R) (g : R)
  rw [Units.inv_mul, h1] at h
  have h2 := eq_neg_of_add_eq_zero_left h.symm
  calc D ((g⁻¹ : Rˣ) : R)
      = D ((g⁻¹ : Rˣ) : R) * (g : R) * ((g⁻¹ : Rˣ) : R) := by
        rw [mul_assoc, Units.mul_inv, mul_one]
    _ = _ := by rw [h2, neg_mul]

/-- The logarithmic derivatives of `g` along two commuting derivations form a gauge field
of zero curvature. -/
theorem zero_curvature {D E : R →+ R} (hD : Leibniz D) (hE : Leibniz E)
    (hDE : ∀ x, D (E x) = E (D x)) (g : Rˣ) :
    D (tangent E g) - E (tangent D g)
      = tangent E g * tangent D g - tangent D g * tangent E g := by
  unfold tangent
  rw [hD _ _, hE _ _, leibniz_inv hD, leibniz_inv hE, hDE (g : R)]
  noncomm_ring

/-- If `δ` obeys the product rule and `τ` is cyclic, the traced variation of the winding density is
three times the trace of a sum over `a`: the variation of `t_a` multiplied by the commutator of the
other two, taken in cyclic order. -/
theorem first_variation (d : Fin 3 → R →+ R) {δ : R →+ R} {τ : R →+ A}
    (hδ : Leibniz δ) (hτ : ∀ x y, τ (x * y) = τ (y * x)) (g : Rˣ) :
    τ (δ (windingDensity d g)) = 3 • τ (
      δ (tangent (d 0) g) *
        (tangent (d 1) g * tangent (d 2) g - tangent (d 2) g * tangent (d 1) g)
      + δ (tangent (d 1) g) *
        (tangent (d 2) g * tangent (d 0) g - tangent (d 0) g * tangent (d 2) g)
      + δ (tangent (d 2) g) *
        (tangent (d 0) g * tangent (d 1) g - tangent (d 1) g * tangent (d 0) g)) := by
  -- cyclicity moves the varied factor to the front
  have h : ∀ x y z, τ (δ (x * y * z))
      = τ (δ x * y * z) + τ (δ y * z * x) + τ (δ z * x * y) := by
    intro x y z
    have e1 : τ (x * δ y * z) = τ (δ y * z * x) := by rw [mul_assoc, hτ]
    have e2 : τ (x * y * δ z) = τ (δ z * x * y) := by rw [hτ, ← mul_assoc]
    rw [hδ (x * y) z, hδ x y, add_mul, map_add, map_add, e1, e2]
  simp only [windingDensity, map_add, map_sub, h, mul_sub, ← mul_assoc]
  abel

/-- If the maps `d a` obey the product rule and commute, the commutators `[t_1, t_2]`, `[t_2, t_0]`,
`[t_0, t_1]`, read as the components of a vector field, have zero divergence. -/
theorem divergence_free {d : Fin 3 → R →+ R} (hd : ∀ a, Leibniz (d a))
    (hc : ∀ a b x, d a (d b x) = d b (d a x)) (g : Rˣ) :
    d 0 (tangent (d 1) g * tangent (d 2) g - tangent (d 2) g * tangent (d 1) g)
    + d 1 (tangent (d 2) g * tangent (d 0) g - tangent (d 0) g * tangent (d 2) g)
    + d 2 (tangent (d 0) g * tangent (d 1) g - tangent (d 1) g * tangent (d 0) g) = 0 := by
  -- each commutator is a curl
  have F : ∀ a b, tangent (d a) g * tangent (d b) g - tangent (d b) g * tangent (d a) g
      = d b (tangent (d a) g) - d a (tangent (d b) g) := fun a b =>
    (zero_curvature (hd b) (hd a) (hc b a) g).symm
  rw [F 1 2, F 2 0, F 0 1]
  simp only [map_sub]
  rw [hc 0 2, hc 0 1, hc 1 2]
  abel

/-- Deformation invariance: in a traced calculus, the traced variation of the three-dimensional
winding density vanishes for every invertible `g`. -/
theorem trace_variation_eq_zero {d : Fin 3 → R →+ R} {δ : R →+ R} {τ : R →+ A}
    (h : TracedCalculus d δ τ) (g : Rˣ) : τ (δ (windingDensity d g)) = 0 := by
  have v : ∀ a, δ (tangent (d a) g) = d a (tangent δ g)
      + (tangent (d a) g * tangent δ g - tangent δ g * tangent (d a) g) := by
    intro a
    rw [← zero_curvature h.leibniz_deform (h.leibniz a) (h.comm_deform a) g]
    abel
  have J := divergence_free h.leibniz h.comm g
  rw [first_variation d h.leibniz_deform h.cyclic, v 0, v 1, v 2]
  generalize tangent δ g = s
  -- integration by parts
  have p : ∀ a x, τ (d a s * x) = -τ (s * d a x) := by
    intro a x
    have e := h.closed a (s * x)
    rw [h.leibniz a s x, map_add] at e
    exact eq_neg_of_add_eq_zero_left e
  have q : ∀ x y, τ ((x * s - s * x) * y) = τ (s * (y * x - x * y)) := by
    intro x y
    simp only [sub_mul, mul_sub, map_sub, mul_assoc]
    rw [h.cyclic x (s * y), mul_assoc]
  have J1 := congrArg (fun z => τ (s * z)) J
  simp only [mul_add, map_add, mul_zero, map_zero] at J1
  -- the Jacobi identity removes the commutator part
  have K : ∀ x y z : R, τ (s * ((y * z - z * y) * x - x * (y * z - z * y)))
      + τ (s * ((z * x - x * z) * y - y * (z * x - x * z)))
      + τ (s * ((x * y - y * x) * z - z * (x * y - y * x))) = 0 := by
    intro x y z
    rw [← map_add τ, ← map_add τ, ← mul_add, ← mul_add]
    have e : (y * z - z * y) * x - x * (y * z - z * y)
        + ((z * x - x * z) * y - y * (z * x - x * z))
        + ((x * y - y * x) * z - z * (x * y - y * x)) = 0 := by noncomm_ring
    rw [e, mul_zero, map_zero]
  have J2 := K (tangent (d 0) g) (tangent (d 1) g) (tangent (d 2) g)
  simp only [add_mul, map_add, p, q]
  linear_combination (norm := module) (-3 : ℤ) • J1 + (3 : ℤ) • J2

/-- In a traced calculus, if an additive map `D` on the values of the trace satisfies
`τ (δ x) = D (τ x)` for every `x`, then `D` sends the winding `τ(ε_abc t_a t_b t_c)` of every
invertible `g` to zero. -/
theorem winding_stationary {d : Fin 3 → R →+ R} {δ : R →+ R} {τ : R →+ A}
    (h : TracedCalculus d δ τ) (D : A →+ A) (hD : ∀ x, τ (δ x) = D (τ x)) (g : Rˣ) :
    D (τ (windingDensity d g)) = 0 := by
  rw [← hD, trace_variation_eq_zero h g]

/-- The commutator with a diagonal position operator `x` on a chain of four sites. -/
def posComm (x : Fin 4 → ℤ) : Matrix (Fin 4) (Fin 4) ℤ →+ Matrix (Fin 4) (Fin 4) ℤ :=
  AddMonoidHom.mk' (fun M => Matrix.diagonal x * M - M * Matrix.diagonal x)
    (by intro M N; noncomm_ring)

/-- An invertible upper triangular matrix on four sites, with all entries on and above the
diagonal equal to one. -/
def chainUnit : (Matrix (Fin 4) (Fin 4) ℤ)ˣ where
  val := !![1, 1, 1, 1; 0, 1, 1, 1; 0, 0, 1, 1; 0, 0, 0, 1]
  inv := !![1, -1, 0, 0; 0, 1, -1, 0; 0, 0, 1, -1; 0, 0, 0, 1]
  val_inv := by decide +kernel
  inv_val := by decide +kernel

/-- Commutators with the four site projectors and the matrix trace form a traced calculus,
and in it the winding density of `chainUnit` has a nonzero variation before the trace. -/
theorem tracedCalculus_witness :
    TracedCalculus (fun a : Fin 3 => posComm (Pi.single a.castSucc 1))
      (posComm (Pi.single 3 1)) (Matrix.traceAddMonoidHom (Fin 4) ℤ) ∧
    posComm (Pi.single 3 1)
      (windingDensity (fun a : Fin 3 => posComm (Pi.single a.castSucc 1)) chainUnit) ≠ 0 := by
  have hL : ∀ x, Leibniz (posComm x) := by
    intro x M N
    change Matrix.diagonal x * (M * N) - M * N * Matrix.diagonal x
      = (Matrix.diagonal x * M - M * Matrix.diagonal x) * N
        + M * (Matrix.diagonal x * N - N * Matrix.diagonal x)
    noncomm_ring
  have hE : ∀ x M i j, posComm x M i j = (x i - x j) * M i j := by
    intro x M i j
    change (Matrix.diagonal x * M - M * Matrix.diagonal x) i j = _
    rw [Matrix.sub_apply, Matrix.diagonal_mul, Matrix.mul_diagonal]
    ring
  have hC : ∀ x y M, posComm x (posComm y M) = posComm y (posComm x M) := by
    intro x y M
    ext i j
    simp only [hE]
    ring
  refine ⟨⟨fun a => hL _, hL _, fun a b M => hC _ _ M, fun a M => hC _ _ M,
    fun M N => Matrix.trace_mul_comm M N, fun a M => ?_⟩, by decide +kernel⟩
  change Matrix.trace (Matrix.diagonal _ * M - M * Matrix.diagonal _) = 0
  rw [Matrix.trace_sub, Matrix.trace_mul_comm, sub_self]

end ThreeDimWinding
```

```lean
#print axioms ThreeDimWinding.trace_variation_eq_zero
#print axioms ThreeDimWinding.winding_stationary
```

```
'ThreeDimWinding.trace_variation_eq_zero' depends on axioms: [propext, Classical.choice, Quot.sound]
'ThreeDimWinding.winding_stationary' depends on axioms: [propext, Classical.choice, Quot.sound]
```

## Matrix functions as ring elements

The ring `R` stands for matrix-valued functions of momentum and a deformation parameter $\lambda$. The additive group `A` stands for the functions of $\lambda$ that remain after taking the matrix trace and integrating over momentum. The type `Rˣ` contains the invertible elements of `R`, so `g : Rˣ` expresses an open gap throughout the family.

The structure `TracedCalculus d δ τ` collects the assumptions:

- `leibniz` and `leibniz_deform` are the product rules for the momentum and parameter derivatives.
- `comm` and `comm_deform` say that mixed derivatives can be exchanged.
- `cyclic` is the cyclic property of the trace.
- `closed` says that a momentum derivative integrates to zero. For a Brillouin-zone integral this expresses periodicity.

The name `tangent` denotes the logarithmic derivative $g^{-1}Dg$. The definition `windingDensity` writes out the six terms of $W$, with directions numbered 0, 1, 2 and without the factor $1/(24\pi^2)$.

The main theorem, `trace_variation_eq_zero`, states that `τ (δ (windingDensity d g)) = 0` for every invertible `g`. The theorem `winding_stationary` adds the map `D` and the compatibility condition `hD`, and concludes that `D` sends the traced winding to zero. It requires `D` only to be additive.

## Lemmas behind the cancellation

`leibniz_inv` differentiates $g^{-1}g=1$, and `zero_curvature` substitutes the result into $Dt_E-Et_D$. The tactic `noncomm_ring` then performs the cancellation without exchanging matrix factors.

In `first_variation`, the local statement `h` is the cyclic product rule for three factors. Applying it to all six terms and collecting them with `abel` produces the factor 3. `divergence_free` rewrites each commutator as a curl through its local statement `F`, and then exchanges second derivatives.

The main proof combines these results. Its statement `v` is the formula for $\delta t_a$, `p` is integration by parts, and `q` moves $s$ to the front of the commutator part. `J1` is the zero divergence multiplied by $s$ and traced, while `K` supplies the traced Jacobi identity, used as `J2`. The last line adds $-3$ times `J1` to $3$ times `J2`, which are the two cancellations of the derivation with their common factor 3.

## An integer-matrix example

`tracedCalculus_witness` gives a concrete case on four sites. The derivatives are commutators with the site projectors: sites 0, 1 and 2 supply the $d_a$, and site 3 supplies $\delta$. The trace is the ordinary matrix trace. The local formula `hE` shows that such a commutator multiplies entry $(i,j)$ by $x_i-x_j$, where $x$ is the diagonal of the position operator, so the derivatives commute.

For the triangular matrix `chainUnit`, the variation of the density is a nonzero matrix, which `decide +kernel` establishes by evaluation. A density can therefore vary although its traced variation vanishes. The example is limited in three respects. First, $\delta$ is itself a commutator, so the trace of $\delta M$ is zero for every matrix $M$, whether or not $M$ is a winding density. Second, the four projectors add up to the identity, so $\delta=-(d_0+d_1+d_2)$ is not independent of the other three derivatives. Third, each $t_a$ is strictly upper triangular here, so the trace of $W$ is itself zero.

## Scope for smooth bands and finite meshes

The guarantee holds for every ring and trace that satisfy the assumptions, with no restriction on matrix size. To apply it to a band structure, one must show by analysis that smooth periodic matrix functions, with their partial derivatives and the traced Brillouin-zone integral, form a `TracedCalculus` compatible with $d/d\lambda$. Zero derivative throughout an interval of $\lambda$ then means that the winding is constant there.

The theorems concern stationarity. They give neither the integrality of $\nu$ nor its value for a particular model, and they say nothing about a path on which $g$ stops being invertible. They also provide no error bound for a finite mesh. In real-space calculations, a trace restricted to the interior of a sample is generally not cyclic, so the result cannot be applied to it directly.
